# Closed form of the dimensionless Stark factor of a rotor for J ≥ 1

For a rotor level with J ≥ 1, the dimensionless Stark factor is the term of the lower neighbouring level minus that of the upper one, each a squared matrix element of cos θ divided by J or J + 1. The theorem `starkFactor_eq` states that this difference equals (J(J + 1) − 3M²) / (J(J + 1)(2J − 1)(2J + 3)). The matrix elements enter through a given formula and are not derived from wavefunctions; the identity is stated for all real J ≥ 1 and all real M, which includes the physical quantum numbers at those levels. The attempt shows that the factors in the denominators are nonzero, unfolds the definitions, and tries to clear the fractions with `field_simp` and finish with `ring`.

Lean 4 with Mathlib refuses this proof:

```lean
import Mathlib

open Finset

namespace RotorStarkEffect

noncomputable section

/-- The squared matrix element of `cos θ` between the rotor states `(J, M)` and `(J + 1, M)`, for a
natural number `J` and an integer `M` with `|M| ≤ J`; the formula is extended to real arguments. -/
def cosSq (J M : ℝ) : ℝ := ((J + 1) ^ 2 - M ^ 2) / ((2 * J + 1) * (2 * J + 3))

/-- The dimensionless Stark factor for `J ≥ 1`: the term of the lower neighbouring level minus that
of the upper one, each a squared matrix element of `cos θ` divided by `J` or `J + 1`. -/
def starkFactor (J M : ℝ) : ℝ := cosSq (J - 1) M / J - cosSq J M / (J + 1)

/-- The closed form of the Stark factor for `J ≥ 1`. -/
theorem starkFactor_eq (J M : ℝ) (hJ : 1 ≤ J) :
    starkFactor J M =
      (J * (J + 1) - 3 * M ^ 2) / (J * (J + 1) * (2 * J - 1) * (2 * J + 3)) := by
  have h0 : J ≠ 0 := by linarith
  have h1 : J + 1 ≠ 0 := by linarith
  have h2 : 2 * J - 1 ≠ 0 := by linarith
  have h3 : 2 * J + 1 ≠ 0 := by linarith
  have h4 : 2 * J + 3 ≠ 0 := by linarith
  unfold starkFactor cosSq
  rw [show 2 * (J - 1) + 1 = 2 * J - 1 by ring,
    show 2 * (J - 1) + 3 = 2 * J + 1 by ring, show J - 1 + 1 = J by ring]
  field_simp
  ring

end

end RotorStarkEffect
```

Messages:

```
Try this:
  [apply] ring_nf
  
  The `ring` tactic failed to close the goal. Use `ring_nf` to obtain a normal form.
    
  Note that `ring` works primarily in *commutative* rings. If you have a noncommutative ring, abelian group or module, consider using `noncomm_ring`, `abel` or `module` instead.
Main.lean:20:79: error: unsolved goals
J M : ℝ
hJ : 1 ≤ J
h0 : J ≠ 0
h1 : J + 1 ≠ 0
h2 : 2 * J - 1 ≠ 0
h3 : 2 * J + 1 ≠ 0
h4 : 2 * J + 3 ≠ 0
⊢ -J + J * M ^ 2 - J * M ^ 2 * (-1 + J * 2)⁻¹ * 5 - J ^ 2 * 2 - J ^ 2 * M ^ 2 * (-1 + J * 2)⁻¹ * 2 +
              J ^ 2 * (-1 + J * 2)⁻¹ * 3 -
            J ^ 3 +
          J ^ 3 * (-1 + J * 2)⁻¹ * 5 +
        J ^ 4 * (-1 + J * 2)⁻¹ * 2 -
      M ^ 2 * (-1 + J * 2)⁻¹ * 3 =
    -(J * M ^ 2 * (-1 + J * 2)⁻¹ * 6) + J * (-1 + J * 2)⁻¹ + J ^ 2 * (-1 + J * 2)⁻¹ * 3 + J ^ 3 * (-1 + J * 2)⁻¹ * 2 -
      M ^ 2 * (-1 + J * 2)⁻¹ * 3
```

Cause. The first message says that `ring` could not close the goal and suggests `ring_nf`; the error shows the equation left unproved. It still contains `(-1 + J * 2)⁻¹`, the inverse of 2J − 1, so `field_simp` had not cleared every denominator, although `h2` says this one is nonzero. The messages do not show why. `ring` does not use `h2`, so it cannot cancel 2J − 1 against its inverse, and the two sides do not match.

The repair clears the fractions by explicit rewriting instead. `div_div`, used twice, turns each nested quotient into a single fraction, `div_sub_div` combines the two fractions, and `div_eq_div_iff` cross-multiplies the equation. The last two lemmas need nonzero denominators, which `hA`, `hB` and `hC` supply as products of the facts already proved. What remains is a polynomial identity with no inverses, which `ring` proves. The added comment only describes the step.

This version goes through:

```diff
@@ -27,5 +27,10 @@
   rw [show 2 * (J - 1) + 1 = 2 * J - 1 by ring,
     show 2 * (J - 1) + 3 = 2 * J + 1 by ring, show J - 1 + 1 = J by ring]
-  field_simp
+  -- combine the two fractions and cross-multiply
+  have hA : (2 * J - 1) * (2 * J + 1) * J ≠ 0 := mul_ne_zero (mul_ne_zero h2 h3) h0
+  have hB : (2 * J + 1) * (2 * J + 3) * (J + 1) ≠ 0 := mul_ne_zero (mul_ne_zero h3 h4) h1
+  have hC : J * (J + 1) * (2 * J - 1) * (2 * J + 3) ≠ 0 :=
+    mul_ne_zero (mul_ne_zero (mul_ne_zero h0 h1) h2) h4
+  rw [div_div, div_div, div_sub_div _ _ hA hB, div_eq_div_iff (mul_ne_zero hA hB) hC]
   ring
 
```
